# Coupling order 1,3,2,4 gives single-CSF singlet eigenstates of the four-site spin-1/2 Heisenberg ring

## Two configurations where one would do

Take a ring of four spins 1/2 with equal antiferromagnetic Heisenberg couplings between neighbours. If the spins are coupled in the order 1,2,3,4, neither of the two resulting singlet configuration state functions (CSFs) is an eigenvector of the Hamiltonian. The ground state is then a mixture, although the model is small and highly symmetric. Coupling the same spins in the order 1,3,2,4 removes the mixing: each singlet CSF is an eigenvector by itself.

In spin-adapted configuration interaction, the orbital order likewise affects how many CSFs a wave function needs. The ring shows this effect in a spin-only model with four sites and equal couplings.

## The ring and its singlets

Let Sᵢₐ be component a = x, y, z of the spin at site i, with ħ = 1. The Hamiltonian is

H = S₁·S₂ + S₂·S₃ + S₃·S₄ + S₄·S₁.

The unit coupling sets the energy scale, and its positive sign makes the exchange antiferromagnetic. Write Sᵢⱼ² = (Sᵢ + Sⱼ)² for the squared spin of a pair. A singlet is a state annihilated by all three components of the total spin.

Let ε(↑,↓) = 1, ε(↓,↑) = −1 and ε(↑,↑) = ε(↓,↓) = 0. For sites taken in the order p, q, r, t, with the site label also standing for the spin value there, the two CSFs are

Φ₀ = ε(p,q) ε(r,t)

Φ₁ = ε(p,r) ε(q,t) + ε(q,r) ε(p,t).

The first pair has spin 0 in Φ₀ and spin 1 in Φ₁. The normalised functions are Φ₀/2 and Φ₁/(2√3).

The results are these:

- On every singlet, H acts as −S₁₃².
- In the order 1,3,2,4, Φ₀ and Φ₁ are eigenvectors with energies 0 and −2.
- In the order 1,2,3,4, neither is an eigenvector for any E, and H does not commute with S₁₂².

## From the ring to one pair spin

Each neighbour bond joins a site of the pair (1,3) to a site of the pair (2,4). Spins at different sites commute, so

H = Σₐ (S₁ₐ + S₃ₐ)(S₂ₐ + S₄ₐ).

For a singlet ψ, the vanishing total spin gives

(S₂ₐ + S₄ₐ)ψ = −(S₁ₐ + S₃ₐ)ψ.

Inserting this yields

Hψ = −Σₐ (S₁ₐ + S₃ₐ)²ψ = −S₁₃²ψ.

On arbitrary states, expanding the total spin gives H = (S² − S₁₃² − S₂₄²)/2, hence also [H, S₁₃²] = 0. Since S² is at least 0 and each squared pair spin is at most 2, no energy lies below −2. Reaching −2 requires total spin 0 with both pairs in spin 1, which fixes the ground state up to a factor. The Lean code does not prove the statements of this paragraph; the singlet identity is enough for its theorems.

## Pair spin as an exchange

Let Pᵢⱼ exchange the spins at sites i and j. For the Pauli matrices, σᵢ·σⱼ leaves parallel spins unchanged. On antiparallel spins, the z term gives −1 times the original state, while the x and y terms together give twice the exchanged state. Thus σᵢ·σⱼ = 2Pᵢⱼ − 1. Since each Sᵢ² is 3/4,

Sᵢⱼ² = 3/2 + 2Sᵢ·Sⱼ = 3/2 + (2Pᵢⱼ − 1)/2 = 1 + Pᵢⱼ.

The function ε is a two-spin singlet: its z components cancel, and raising or lowering ↑↓ − ↓↑ gives two equal terms of opposite sign. Every term of Φ₀ and Φ₁ is a product of two such pairs covering all four sites, so both functions are total singlets.

Exchanging p and q changes the sign of Φ₀ and interchanges the two terms of Φ₁. Therefore

Sₚq² Φ₀ = 0, Sₚq² Φ₁ = 2Φ₁.

Neither function is zero. With the spins listed in the order p, q, r, t, Φ₀ has amplitude 1 at ↑↓↑↓ and Φ₁ has amplitude 2 at ↑↑↓↓. For the order 1,3,2,4, the first pair is (1,3), and Hψ = −S₁₃²ψ gives the energies 0 and −2.

## Amplitudes that rule out the order 1,2,3,4

Now list the spins by site and build Φ₀ and Φ₁ in the order 1,2,3,4. Exchanging sites 1 and 3 turns ↑↑↓↓ into ↓↑↑↓. Since Φ₀ is 0 at the first configuration and −1 at the second,

(HΦ₀)(↑↑↓↓) = −(0 − 1) = 1.

An eigenvector would require E·0 = 1, which is impossible.

For Φ₁, the amplitudes at ↑↑↓↓ and ↓↑↑↓ are 2 and −1. The configuration ↑↓↑↓ is unchanged by the exchange and has amplitude −1. An eigenvector would therefore require

−(2 − 1) = 2E, −(−1 − 1) = −E.

The first equation gives E = −1/2 and the second E = −2.

The same Φ₀ detects the failure to commute. Since S₁₂²Φ₀ = 0, also H S₁₂²Φ₀ = 0. But exchanging sites 1 and 2 leaves ↑↑↓↓ unchanged, so

(S₁₂² HΦ₀)(↑↑↓↓) = 2(HΦ₀)(↑↑↓↓) = 2.

## The energy −2 from six amplitudes

In the order 1,3,2,4, Φ₁ has amplitude 2 at ↑↓↑↓ and ↓↑↓↑, and −1 at the other four configurations with two up spins. The exchange formula gives

H = ½(P₁₂ + P₂₃ + P₃₄ + P₄₁) − 1.

At ↑↓↑↓, all four exchanges lead to amplitude −1. The result is ½(−4) − 2 = −4, which is −2 times 2. At ↑↑↓↓, the exchanged amplitudes are −1, 2, −1 and 2, giving ½·2 + 1 = 2, which is −2 times −1. Symmetry of the ring covers the remaining configurations.

## Why two spins show no ordering effect

Two spins 1/2 have only one singlet, up to a factor, and three have none. Four is therefore the smallest number for which the coupling order can decide whether singlet CSFs mix. For a single pair, the exchange formula already gives the familiar values: P = −1 yields squared spin 0, and P = 1 yields 2.

## States and operators in Lean

A `State` assigns a complex amplitude to each configuration `Fin 4 → Fin 2`, with 0 for up and 1 for down. Sites 1, 2, 3, 4 carry the Lean labels 0, 1, 2, 3, so S₁₃² is `pairSq 0 2` and S₁₂² is `pairSq 0 1`. The operator `spin a i` applies half a Pauli matrix at one site; products of operators mean composition. H is `ringH`, and `IsSinglet` states the three annihilation conditions.

The functions `csfZero p` and `csfOne p` are the unnormalised Φ₀ and Φ₁ for a site permutation `p`. The identity `1` gives the order 1,2,3,4, while `Equiv.swap 1 2` exchanges the middle two labels and gives 1,3,2,4. `HasEigenvector` requires both the eigenvalue equation and a nonzero vector.

The theorems concern this one ring with equal couplings. They neither determine the triplet and quintet energies nor show that the two CSFs span the singlet space. Orbital motion and charge fluctuations are absent from the model.

```lean
import Mathlib

open Complex

namespace FourSiteSpinRing

noncomputable section

/-- A state of four spins 1/2: an amplitude for each configuration (0 is up, 1 is down).
Sites 1, 2, 3, 4 of the ring carry the labels 0, 1, 2, 3. -/
abbrev State := (Fin 4 → Fin 2) → ℂ

/-- The three Pauli matrices. -/
def pauli : Fin 3 → Matrix (Fin 2) (Fin 2) ℂ :=
  ![!![0, 1; 1, 0], !![0, -I; I, 0], !![1, 0; 0, -1]]

/-- Component `a` of the spin at site `i`: half a Pauli matrix acting on that site. -/
def spin (a : Fin 3) (i : Fin 4) : Module.End ℂ State where
  toFun ψ s := ∑ t, pauli a (s i) t / 2 * ψ (Function.update s i t)
  map_add' ψ φ := by
    funext s
    simp only [Fin.sum_univ_two, Pi.add_apply]
    ring
  map_smul' c ψ := by
    funext s
    simp only [Fin.sum_univ_two, Pi.smul_apply, smul_eq_mul, RingHom.id_apply]
    ring

/-- The scalar product of the spins at sites `i` and `j`. -/
def spinDot (i j : Fin 4) : Module.End ℂ State := ∑ a, spin a i * spin a j

/-- The Heisenberg Hamiltonian of the four-site ring, with unit coupling. -/
def ringH : Module.End ℂ State :=
  spinDot 0 1 + spinDot 1 2 + spinDot 2 3 + spinDot 3 0

/-- The squared spin of the pair of sites `i`, `j`. -/
def pairSq (i j : Fin 4) : Module.End ℂ State := ∑ a, (spin a i + spin a j) ^ 2

/-- A total singlet: all three components of the total spin annihilate the state. -/
def IsSinglet (ψ : State) : Prop := ∀ a, (∑ i, spin a i) ψ = 0

/-- The antisymmetric spin function of two electrons, unnormalised. -/
def eps (x y : Fin 2) : ℂ := !![0, 1; -1, 0] x y

/-- The product of two singlet pairs, for the sites taken in the order `p`. -/
def csfZero (p : Equiv.Perm (Fin 4)) : State := fun s =>
  eps (s (p 0)) (s (p 1)) * eps (s (p 2)) (s (p 3))

/-- A sum of two products of singlet pairs, symmetric in the first two sites of the order `p`,
unnormalised. -/
def csfOne (p : Equiv.Perm (Fin 4)) : State := fun s =>
  eps (s (p 0)) (s (p 2)) * eps (s (p 1)) (s (p 3)) +
    eps (s (p 1)) (s (p 2)) * eps (s (p 0)) (s (p 3))

/-- Spin components at different sites commute. -/
theorem spin_comm (a b : Fin 3) {i j : Fin 4} (h : i ≠ j) :
    spin a i * spin b j = spin b j * spin a i := by
  refine LinearMap.ext fun ψ => funext fun s => ?_
  simp only [Module.End.mul_apply, spin, LinearMap.coe_mk, AddHom.coe_mk, Fin.sum_univ_two,
    Function.update_of_ne h, Function.update_of_ne h.symm, Function.update_comm h]
  ring

/-- On every total singlet the ring Hamiltonian acts as minus the squared spin of sites 1 and 3. -/
theorem ringH_singlet {ψ : State} (h : IsSinglet ψ) : ringH ψ = -(pairSq 0 2 ψ) := by
  -- the ring couples the pair (1,3) to the pair (2,4)
  have hf : ringH = ∑ a, (spin a 0 + spin a 2) * (spin a 1 + spin a 3) := by
    simp only [ringH, spinDot, ← Finset.sum_add_distrib]
    refine Finset.sum_congr rfl fun a _ => ?_
    rw [spin_comm a a (show (1 : Fin 4) ≠ 2 by decide),
      spin_comm a a (show (3 : Fin 4) ≠ 0 by decide)]
    noncomm_ring
  rw [hf]
  simp only [pairSq, LinearMap.sum_apply, ← Finset.sum_neg_distrib]
  refine Finset.sum_congr rfl fun a _ => ?_
  -- in a singlet the two pair spins are opposite
  have ho : (spin a 1 + spin a 3) ψ = -((spin a 0 + spin a 2) ψ) := by
    have ha := h a
    simp only [Fin.sum_univ_four, LinearMap.add_apply] at ha ⊢
    linear_combination (norm := module) ha
  rw [sq, Module.End.mul_apply, Module.End.mul_apply, ho, map_neg]

/-- For two different sites, the squared spin of the pair is one plus the exchange of its spins. -/
theorem pairSq_apply {i j : Fin 4} (h : i ≠ j) (ψ : State) (s : Fin 4 → Fin 2) :
    pairSq i j ψ s = ψ s + ψ (s ∘ Equiv.swap i j) := by
  have key : ∀ x y : Fin 2, pairSq i j ψ (Function.update (Function.update s i x) j y) =
      ψ (Function.update (Function.update s i x) j y) +
        ψ (Function.update (Function.update s i y) j x) := by
    intro x y
    simp only [pairSq, sq, Fin.sum_univ_three, LinearMap.add_apply, Module.End.mul_apply,
      Pi.add_apply, spin, LinearMap.coe_mk, AddHom.coe_mk, Fin.sum_univ_two,
      Function.update_self, Function.update_of_ne h, Function.update_comm h.symm,
      Function.update_idem]
    fin_cases x <;> fin_cases y <;> simp [pauli] <;> ring_nf <;>
      simp only [Complex.I_sq] <;> ring
  have hs : s ∘ Equiv.swap i j = Function.update (Function.update s i (s j)) j (s i) := by
    funext m
    simp only [Function.comp_apply, Equiv.swap_apply_def, Function.update_apply]
    split_ifs <;> simp_all
  have hk := key (s i) (s j)
  simp only [Function.update_eq_self] at hk
  rw [hk, hs]

/-- The antisymmetric two-electron spin function is annihilated by each total Pauli component. -/
theorem pauli_eps (a : Fin 3) (x y : Fin 2) :
    pauli a x 0 * eps 0 y + pauli a x 1 * eps 1 y +
      (pauli a y 0 * eps x 0 + pauli a y 1 * eps x 1) = 0 := by
  fin_cases a <;> fin_cases x <;> fin_cases y <;> simp [pauli, eps]

/-- For every order of the sites both spin functions are total singlets. -/
theorem csf_isSinglet (p : Equiv.Perm (Fin 4)) :
    IsSinglet (csfZero p) ∧ IsSinglet (csfOne p) := by
  constructor <;> intro a <;> rw [← Equiv.sum_comp p (spin a)] <;> funext s
  · simp [Fin.sum_univ_four, spin, Fin.sum_univ_two, csfZero]
    linear_combination (1 / 2) * eps (s (p 2)) (s (p 3)) * pauli_eps a (s (p 0)) (s (p 1)) +
      (1 / 2) * eps (s (p 0)) (s (p 1)) * pauli_eps a (s (p 2)) (s (p 3))
  · simp [Fin.sum_univ_four, spin, Fin.sum_univ_two, csfOne]
    linear_combination (1 / 2) * eps (s (p 1)) (s (p 3)) * pauli_eps a (s (p 0)) (s (p 2)) +
      (1 / 2) * eps (s (p 0)) (s (p 2)) * pauli_eps a (s (p 1)) (s (p 3)) +
      (1 / 2) * eps (s (p 0)) (s (p 3)) * pauli_eps a (s (p 1)) (s (p 2)) +
      (1 / 2) * eps (s (p 1)) (s (p 2)) * pauli_eps a (s (p 0)) (s (p 3))

/-- The squared spin of the first two sites in the order `p` is 0 in `csfZero p`
and 2 in `csfOne p`. -/
theorem csf_pairSq (p : Equiv.Perm (Fin 4)) :
    pairSq (p 0) (p 1) (csfZero p) = 0 ∧
      pairSq (p 0) (p 1) (csfOne p) = (2 : ℂ) • csfOne p := by
  have hp : p 0 ≠ p 1 := p.injective.ne (by decide)
  have he : ∀ x y, eps x y + eps y x = 0 := by
    intro x y
    fin_cases x <;> fin_cases y <;> simp [eps]
  constructor <;> funext s <;> rw [pairSq_apply hp]
  · simp [csfZero, Equiv.swap_apply_def]
    linear_combination eps (s (p 2)) (s (p 3)) * he (s (p 0)) (s (p 1))
  · simp [csfOne, Equiv.swap_apply_def]
    ring

/-- Neither spin function vanishes. -/
theorem csf_ne_zero (p : Equiv.Perm (Fin 4)) : csfZero p ≠ 0 ∧ csfOne p ≠ 0 := by
  constructor <;> intro h
  · have h1 := congrFun h (![0, 1, 0, 1] ∘ p.symm)
    simp [csfZero, eps] at h1
  · have h1 := congrFun h (![0, 0, 1, 1] ∘ p.symm)
    simp [csfOne, eps, one_add_one_eq_two] at h1

/-- With the sites in the order 1, 3, 2, 4, each singlet CSF is an eigenvector of the ring
Hamiltonian, with energy 0 for `csfZero` and -2 for `csfOne`. -/
theorem csf_1324_eigenvectors :
    ringH.HasEigenvector 0 (csfZero (Equiv.swap 1 2)) ∧
      ringH.HasEigenvector (-2) (csfOne (Equiv.swap 1 2)) := by
  have h0 : (Equiv.swap (1 : Fin 4) 2) 0 = 0 := by decide
  have h1 : (Equiv.swap (1 : Fin 4) 2) 1 = 2 := by decide
  obtain ⟨hz, ho⟩ := csf_pairSq (Equiv.swap 1 2)
  rw [h0, h1] at hz ho
  refine ⟨⟨Module.End.mem_eigenspace_iff.mpr ?_, (csf_ne_zero _).1⟩,
    ⟨Module.End.mem_eigenspace_iff.mpr ?_, (csf_ne_zero _).2⟩⟩
  · rw [ringH_singlet (csf_isSinglet _).1, hz, neg_zero, zero_smul]
  · rw [ringH_singlet (csf_isSinglet _).2, ho, neg_smul]

/-- With the sites in the order 1, 2, 3, 4, neither singlet CSF is an eigenvector of the
ring Hamiltonian. -/
theorem csf_1234_not_eigenvectors (E : ℂ) :
    ¬ ringH.HasEigenvector E (csfZero 1) ∧ ¬ ringH.HasEigenvector E (csfOne 1) := by
  have h02 : (0 : Fin 4) ≠ 2 := by decide
  constructor <;> intro h
  · have h1 := congrFun h.apply_eq_smul ![0, 0, 1, 1]
    rw [ringH_singlet (csf_isSinglet 1).1, Pi.neg_apply, pairSq_apply h02] at h1
    simp [csfZero, eps, Equiv.swap_apply_def] at h1
  · -- two configurations demand different energies
    have h1 := congrFun h.apply_eq_smul ![0, 0, 1, 1]
    have h2 := congrFun h.apply_eq_smul ![0, 1, 0, 1]
    rw [ringH_singlet (csf_isSinglet 1).2, Pi.neg_apply, pairSq_apply h02,
      Pi.smul_apply, smul_eq_mul] at h1 h2
    have e1 : csfOne 1 ![0, 0, 1, 1] = 2 := by
      simp [csfOne, eps, one_add_one_eq_two]
    have e2 : csfOne 1 (![0, 0, 1, 1] ∘ Equiv.swap 0 2) = -1 := by
      simp [csfOne, eps, Equiv.swap_apply_def]
    have e3 : csfOne 1 ![0, 1, 0, 1] = -1 := by
      simp [csfOne, eps]
    have e4 : csfOne 1 (![0, 1, 0, 1] ∘ Equiv.swap 0 2) = -1 := by
      simp [csfOne, eps, Equiv.swap_apply_def]
    rw [e1, e2] at h1
    rw [e3, e4] at h2
    have h3 : (3 : ℂ) = 0 := by linear_combination h1 + 2 * h2
    norm_num at h3

/-- The ring Hamiltonian does not commute with the squared spin of the neighbours 1 and 2. -/
theorem ringH_not_commute_pairSq_12 : ¬ Commute ringH (pairSq 0 1) := by
  intro hc
  have hp : pairSq 0 1 (csfZero 1) = 0 := (csf_pairSq 1).1
  have h := congrFun (LinearMap.congr_fun hc.eq (csfZero 1)) ![0, 0, 1, 1]
  rw [Module.End.mul_apply, Module.End.mul_apply, hp, map_zero,
    ringH_singlet (csf_isSinglet 1).1, pairSq_apply (show (0 : Fin 4) ≠ 1 by decide)] at h
  simp only [Pi.neg_apply, pairSq_apply (show (0 : Fin 4) ≠ 2 by decide)] at h
  simp [csfZero, eps, Equiv.swap_apply_def, one_add_one_eq_two] at h

end

end FourSiteSpinRing
```

```lean
#print axioms FourSiteSpinRing.csf_1324_eigenvectors
#print axioms FourSiteSpinRing.csf_1234_not_eigenvectors
#print axioms FourSiteSpinRing.ringH_not_commute_pairSq_12
```

```
'FourSiteSpinRing.csf_1324_eigenvectors' depends on axioms: [propext, Classical.choice, Quot.sound]
'FourSiteSpinRing.csf_1234_not_eigenvectors' depends on axioms: [propext, Classical.choice, Quot.sound]
'FourSiteSpinRing.ringH_not_commute_pairSq_12' depends on axioms: [propext, Classical.choice, Quot.sound]
```

## How the proof follows the derivation

`spin_comm` compares the two operator products on an arbitrary amplitude. In `ringH_singlet`, it supplies the two reorderings needed for the factorised Hamiltonian `hf`, and `noncomm_ring` expands the product without assuming that operators commute. The local statement `ho` is the opposition of the two pair spins; substituting it gives −S₁₃².

`pairSq_apply` proves the exchange formula. Its inner statement `key` fixes the spins at the two chosen sites and checks the four possibilities using the Pauli matrices. The statement `hs` then identifies exchanging the two values with permuting the configuration.

`pauli_eps` checks that ε is annihilated by each total Pauli component. In `csf_isSinglet`, `Equiv.sum_comp` puts the total spin in the order `p`, and `linear_combination` adds the pair identities, each multiplied by the other pair's ε and by 1/2. `csf_pairSq` uses the antisymmetry of ε for Φ₀ and the interchange of terms for Φ₁, while `csf_ne_zero` evaluates the two nonzero amplitudes found above.

`csf_1324_eigenvectors` combines these results: `h0` and `h1` identify the first pair as sites 1 and 3, and the singlet identity converts its squared spin into the energy.

For the other order, `csf_1234_not_eigenvectors` evaluates the proposed eigenvalue equations at the configurations used by hand. In the Φ₁ case, `e1` to `e4` record the amplitudes, and adding the first equation to twice the second eliminates E and leaves 3 = 0. Finally, `ringH_not_commute_pairSq_12` applies both operator orders to Φ₀ and compares the amplitudes at ↑↑↓↓, where one order gives 0 and the other 2.
